# Zero-energy waves and scattering lengths in an attractive $1/r^6$ tail

Suppose the radial wave of two atoms at zero collision energy is integrated outward to a distance $R$ and continued from there as a straight line. The line meets the axis at the wrong place, because the dispersion attraction still bends the wave beyond $R$. For $R$ much larger than $b$ and than the magnitude of the true scattering length, the value read off in this way is too large by about $b^4/(3R^3)$, where $b$ is the length that measures the strength of the attraction. Solving the tail in closed form removes this error.

For reduced mass $\mu$ and potential $-C_6/r^6$ with $C_6>0$, the s-wave radial function $u(r)$ at zero energy obeys

$$u''+\frac{b^4}{r^6}\,u=0,\qquad b^4=\frac{2\mu C_6}{\hbar^2}.$$

Some texts write $\beta_6$ for $b$, and the van der Waals length is often defined as $b/2$. The equation bears on ultracold collisions in a single channel with an isotropic tail, such as two spin-polarised metastable helium atoms in the $2\,^3S$ state. It does not describe the $1/r^3$ interaction of identical atoms that share a dipole-allowed excitation, or the $1/r^5$ interaction of two atoms with quadrupole moments.

## Equations, limits and lengths in Lean

```lean
import Mathlib

open Real Filter Topology

namespace ZeroEnergyDispersion

noncomputable section
```

`SolvesBessel ν J` says that $J$ has first and second derivatives at every $x>0$ and satisfies Bessel's equation of order $\nu$ there. The names `J₁` and `J₂` stand for these derivatives, not for the Bessel functions of orders 1 and 2.

```lean
/-- `J` is twice differentiable on `x > 0` and solves Bessel's equation of order `ν` there. -/
def SolvesBessel (ν : ℝ) (J : ℝ → ℝ) : Prop :=
  ∃ J₁ J₂ : ℝ → ℝ, ∀ x, 0 < x → HasDerivAt J (J₁ x) x ∧ HasDerivAt J₁ (J₂ x) x ∧
    x ^ 2 * J₂ x + x * J₁ x + (x ^ 2 - ν ^ 2) * J x = 0
```

`SolvesZeroEnergy b u` says the same of the radial equation. It sets no condition at $r=0$, where a real pair of atoms has a repulsive core instead of the tail.

```lean
/-- `u` is twice differentiable on `r > 0` and solves `u'' + b⁴u/r⁶ = 0` there. -/
def SolvesZeroEnergy (b : ℝ) (u : ℝ → ℝ) : Prop :=
  ∃ u₁ u₂ : ℝ → ℝ, ∀ r, 0 < r → HasDerivAt u (u₁ r) r ∧ HasDerivAt u₁ (u₂ r) r ∧
    u₂ r + b ^ 4 / r ^ 6 * u r = 0
```

Two functions, `Jp` and `Jm`, play the parts of $J_{1/4}$ and $J_{-1/4}$. Only their behaviour as $x\to0^+$ is prescribed:

$$\frac{J_p(x)}{x^{1/4}}\to\frac{1}{2^{1/4}\Gamma(5/4)},\qquad
\frac{1}{\sqrt x}\left(x^{1/4}J_m(x)-\frac{2^{1/4}}{\Gamma(3/4)}\right)\to0.$$

The standard Bessel functions meet both conditions by their power series, which is taken here as known. It is easy to ask too little of $J_m$, namely only that the bracket tends to zero. A remainder proportional to $\sqrt x$ would then be allowed, and it would shift the scattering length.

```lean
/-- As `x → 0⁺`, `Jp x / x^(1/4)` tends to `1/(2^(1/4) Γ(5/4))`, and `x^(1/4) Jm x` differs from
`2^(1/4)/Γ(3/4)` by a remainder that vanishes faster than `√x`. -/
def LeadingBessel (Jp Jm : ℝ → ℝ) : Prop :=
  Tendsto (fun x => Jp x / x ^ (1 / 4 : ℝ)) (𝓝[>] 0)
    (𝓝 (1 / ((2 : ℝ) ^ (1 / 4 : ℝ) * Real.Gamma (5 / 4)))) ∧
  Tendsto (fun x => (Jm x * x ^ (1 / 4 : ℝ) -
    (2 : ℝ) ^ (1 / 4 : ℝ) / Real.Gamma (3 / 4)) / √x) (𝓝[>] 0) (𝓝 0)
```

A scattering length $a$ means that $u(r)-N(r-a)\to0$ as $r\to\infty$ for some $N\neq0$. The factor $N$ leaves the normalisation of $u$ free.

```lean
/-- `u` has scattering length `a`: at large distance it approaches a nonzero multiple of
`r - a`. -/
def HasScatteringLength (u : ℝ → ℝ) (a : ℝ) : Prop :=
  ∃ N : ℝ, N ≠ 0 ∧ Tendsto (fun r => u r - N * (r - a)) atTop (𝓝 0)
```

The last definition names a length $\bar a$ that depends only on the tail; numerically $\bar a\approx0.478\,b$.

```lean
/-- The mean scattering length of an attractive `1/r⁶` tail of length `b`. -/
def meanScatteringLength (b : ℝ) : ℝ :=
  cos (π / 4) * (b / 2) * Real.Gamma (3 / 4) / Real.Gamma (5 / 4)
```

## (a) The derivative of the square root

Show that for $r>0$

$$\frac{d}{dr}\sqrt r=\frac{\sqrt r}{2r}.$$

**Solution.** The usual form is $1/(2\sqrt r)$. Multiplying numerator and denominator by $\sqrt r$ gives the claim. Lean cross-multiplies the two fractions and uses $\sqrt r\,\sqrt r=r$.

```lean
private lemma sqrt_deriv {r : ℝ} (hr : 0 < r) :
    HasDerivAt (fun t => √t) (√r / (2 * r)) r := by
  refine (Real.hasDerivAt_sqrt hr.ne').congr_deriv ?_
  rw [div_eq_div_iff (by positivity) (by positivity)]
  linear_combination (-2) * Real.mul_self_sqrt hr.le
```

## (b) The derivative of $\sqrt r/r$

Show that for $r>0$

$$\frac{d}{dr}\frac{\sqrt r}{r}=-\frac{\sqrt r}{2r^2}.$$

**Solution.** By the quotient rule and (a), the derivative is

$$\frac{1}{r^2}\left(\frac{\sqrt r}{2r}\,r-\sqrt r\right)=-\frac{\sqrt r}{2r^2}.$$

Lean follows the same route, treating $\sqrt r$ as a plain symbol `q` in the final algebra.

```lean
private lemma sqrt_div_deriv {r : ℝ} (hr : 0 < r) :
    HasDerivAt (fun t => √t / t) (-(√r / (2 * r ^ 2))) r := by
  refine ((sqrt_deriv hr).fun_div (hasDerivAt_id' r) hr.ne').congr_deriv ?_
  generalize √r = q
  field_simp
  ring
```

## (c) The chain rule at one point

Let $g$ have derivative $g'$ at $r$, and let $f$ have derivative $f'$ at $g(r)$. Show that

$$\left.\frac{d}{dt}f(g(t))\right|_{t=r}=f'g'.$$

**Solution.** For small $h$, $g(r+h)=g(r)+g'h+o(h)$. Inserting this in $f(g(r)+k)=f(g(r))+f'k+o(k)$ gives $f(g(r+h))=f(g(r))+f'g'h+o(h)$. In Lean this is Mathlib's chain rule, written for the form $f(g(t))$.

```lean
private lemma comp_deriv {f g : ℝ → ℝ} {f' g' r : ℝ} (hf : HasDerivAt f f' (g r))
    (hg : HasDerivAt g g' r) : HasDerivAt (fun t => f (g t)) (f' * g') r :=
  hf.comp r hg
```

## (d) From Bessel's equation to the radial equation

Let $b>0$ and let $J$ solve Bessel's equation of order $1/4$ on $x>0$. Show that

$$u(r)=\sqrt r\,J\!\left(\frac{b^2}{2r^2}\right)\quad\text{satisfies}\quad u''+\frac{b^4}{r^6}u=0\quad(r>0).$$

**Solution.** Put $x=b^2/(2r^2)$, so that $dx/dr=-b^2/r^3=-2x/r$. Primes on $J$ denote derivatives with respect to $x$. By (a) and (c),

$$u'=\frac{\sqrt r}{r}\left(\frac J2-2xJ'\right).$$

Differentiating again with (b),

$$u''=-\frac{\sqrt r}{2r^2}\left(\frac J2-2xJ'\right)+\frac{\sqrt r}{r}\left(-\frac{2x}{r}\right)\left(\frac{J'}2-2J'-2xJ''\right).$$

Collecting terms gives

$$u''=\frac{4\sqrt r}{r^2}\left(x^2J''+xJ'-\frac{J}{16}\right)=-\frac{4x^2}{r^2}\sqrt r\,J,$$

where the last step is Bessel's equation. Since $4x^2/r^2=b^4/r^6$, the claim follows.

The Lean proof supplies the expression above for $u'$ and takes $-b^4u/r^6$ as the candidate for $u''$. The radial equation then holds at once, and the work lies in showing that the candidate really is the derivative of $u'$. `hd` is $dx/dr$, `c1` and `c2` are the chain rule for $J$ and $J'$, and the last line adds Bessel's equation `h3` multiplied by $4\sqrt r/r^2$.

```lean
/-- For `b > 0` and `J` a solution of Bessel's equation of order `1/4`, the function
`√r J(b²/(2r²))` solves `u'' + b⁴u/r⁶ = 0` on `r > 0`. -/
theorem zeroEnergy_of_bessel {b : ℝ} (hb : 0 < b) {J : ℝ → ℝ} (hJ : SolvesBessel (1 / 4) J) :
    SolvesZeroEnergy b (fun r => √r * J (b ^ 2 / (2 * r ^ 2))) := by
  obtain ⟨J₁, J₂, h⟩ := hJ
  refine ⟨fun r => √r / r * (J (b ^ 2 / (2 * r ^ 2)) / 2 -
      2 * (b ^ 2 / (2 * r ^ 2) * J₁ (b ^ 2 / (2 * r ^ 2)))),
    fun r => -(b ^ 4 / r ^ 6 * (√r * J (b ^ 2 / (2 * r ^ 2)))), fun r hr => ?_⟩
  obtain ⟨h1, h2, h3⟩ := h (b ^ 2 / (2 * r ^ 2)) (by positivity)
  have hsq : HasDerivAt (fun t : ℝ => t ^ 2) (2 * r) r := by simpa using hasDerivAt_pow 2 r
  have hd : HasDerivAt (fun t => b ^ 2 / (2 * t ^ 2)) (-(b ^ 2 / r ^ 3)) r := by
    refine ((hasDerivAt_const r (b ^ 2)).fun_div (hsq.const_mul 2)
      (by positivity)).congr_deriv ?_
    field_simp
    ring
  have c1 := comp_deriv (g := fun t => b ^ 2 / (2 * t ^ 2)) h1 hd
  have c2 := comp_deriv (g := fun t => b ^ 2 / (2 * t ^ 2)) h2 hd
  refine ⟨((sqrt_deriv hr).fun_mul c1).congr_deriv (by ring), ?_, by ring⟩
  refine ((sqrt_div_deriv hr).fun_mul
    ((c1.div_const 2).fun_sub ((hd.fun_mul c2).const_mul 2))).congr_deriv ?_
  -- what remains is Bessel's equation times 4√r/r²
  beta_reduce
  linear_combination (4 * √r / r ^ 2) * h3
```

## (e) The scattering length from two amplitudes

Let $b>0$, $A\neq0$, and let $J_p$, $J_m$ have the small-argument behaviour stated above. With $x=b^2/(2r^2)$, show that $u=\sqrt r\,(AJ_m(x)+BJ_p(x))$ has scattering length

$$a=-\frac BA\,\frac b2\,\frac{\Gamma(3/4)}{\Gamma(5/4)}.$$

**Solution.** Write $k=(b^2/2)^{1/4}$, $d=2^{1/4}$, $G=\Gamma(3/4)$ and $H=\Gamma(5/4)$. Then $x^{1/4}=k/\sqrt r$, and large $r$ means small $x$. The first part of the wave tends to a constant,

$$\sqrt r\,J_p=k\,\frac{J_p}{x^{1/4}}\to\frac{k}{dH}.$$

The second part grows linearly. Since $\sqrt x=k^2/r$,

$$\sqrt r\,J_m-\frac{d}{kG}\,r=\frac{k}{\sqrt x}\left(x^{1/4}J_m-\frac dG\right)\to0.$$

Hence $u-\left(\frac{Ad}{kG}r+\frac{Bk}{dH}\right)\to0$. Comparing with $N(r-a)$ gives $N=Ad/(kG)$ and

$$a=-\frac BA\,\frac{k^2}{d^2}\,\frac GH,\qquad \frac{k^2}{d^2}=\frac{b/\sqrt2}{\sqrt2}=\frac b2.$$

If $A=0$ and $B\neq0$, the wave tends to a nonzero constant and has no finite scattering length.

In a calculation, the wave is integrated through the full potential to a radius $R$ beyond which only the $C_6$ term matters. Equating $u'/u$ at $R$ with the same ratio for $\sqrt r\,(AJ_{-1/4}+BJ_{1/4})$ gives one linear equation for $B/A$, and the formula then yields $a$ without any integration beyond $R$.

In Lean, `hx` says that $x\to0^+$ as $r\to\infty$, and `lim` combines the two limits. The identities `t1` and `t2` are the two rewritings above, `hkd` gives $d^2b=2k^2$, and `hNa` matches the constant term with $-Na$.

```lean
/-- Let `Jp` and `Jm` satisfy `LeadingBessel`, which also limits the remainder of `Jm`. For `b > 0`
and `A ≠ 0`, the wave `√r (A Jm + B Jp)` at argument `b²/(2r²)` has scattering length
`-(B/A)(b/2)Γ(3/4)/Γ(5/4)`. -/
theorem scatteringLength_of_amplitudes {b A B : ℝ} (hb : 0 < b) (hA : A ≠ 0) {Jp Jm : ℝ → ℝ}
    (hJ : LeadingBessel Jp Jm) :
    HasScatteringLength
      (fun r => √r * (A * Jm (b ^ 2 / (2 * r ^ 2)) + B * Jp (b ^ 2 / (2 * r ^ 2))))
      (-(B / A) * (b / 2) * Real.Gamma (3 / 4) / Real.Gamma (5 / 4)) := by
  obtain ⟨hp, hm⟩ := hJ
  have root : ∀ y : ℝ, 0 ≤ y → (y ^ 4) ^ (1 / 4 : ℝ) = y := fun y hy => by
    rw [← Real.rpow_natCast, ← Real.rpow_mul hy]; norm_num
  have root' : ∀ y : ℝ, 0 ≤ y → (y ^ (1 / 4 : ℝ)) ^ 4 = y := fun y hy => by
    rw [← Real.rpow_natCast, ← Real.rpow_mul hy]; norm_num
  have hG3 : 0 < Real.Gamma (3 / 4) := Real.Gamma_pos_of_pos (by norm_num)
  have hG5 : 0 < Real.Gamma (5 / 4) := Real.Gamma_pos_of_pos (by norm_num)
  obtain ⟨k, hk, hk4⟩ : ∃ k : ℝ, 0 < k ∧ k ^ 4 = b ^ 2 / 2 :=
    ⟨(b ^ 2 / 2) ^ (1 / 4 : ℝ), by positivity, root' _ (by positivity)⟩
  have hd : 0 < (2 : ℝ) ^ (1 / 4 : ℝ) := by positivity
  have hd4 := root' 2 (by norm_num)
  generalize (2 : ℝ) ^ (1 / 4 : ℝ) = d at hp hm hd hd4
  generalize Real.Gamma (3 / 4) = G at hm hG3 ⊢
  generalize Real.Gamma (5 / 4) = H at hp hG5 ⊢
  have hkd : d ^ 2 * b = 2 * k ^ 2 := (sq_eq_sq₀ (by positivity) (by positivity)).mp
    (by linear_combination b ^ 2 * hd4 - 4 * hk4)
  have hb' : b = 2 * k ^ 2 / d ^ 2 := by
    rw [eq_div_iff (by positivity)]; linarith
  have hNa : A * (d / (k * G)) * (-(B / A) * (b / 2) * G / H) = -(B * (k * (1 / (d * H)))) := by
    rw [hb']
    field_simp
  -- large distance is small Bessel argument
  have hx : Tendsto (fun r : ℝ => b ^ 2 / (2 * r ^ 2)) atTop (𝓝[>] 0) := by
    refine tendsto_nhdsWithin_iff.mpr ⟨Tendsto.const_div_atTop
      ((tendsto_pow_atTop two_ne_zero).const_mul_atTop two_pos) _, ?_⟩
    filter_upwards [eventually_gt_atTop 0] with r hr
    exact Set.mem_Ioi.mpr (by positivity)
  have lim := ((((hm.comp hx).const_mul k).const_mul A).add
    (((hp.comp hx).const_mul k).const_mul B)).sub_const (B * (k * (1 / (d * H))))
  rw [show A * (k * 0) + B * (k * (1 / (d * H))) - B * (k * (1 / (d * H))) = 0 by ring] at lim
  refine ⟨A * (d / (k * G)), by positivity, lim.congr' ?_⟩
  filter_upwards [eventually_gt_atTop 0] with r hr
  have hq : 0 < √r := Real.sqrt_pos.mpr hr
  have hq2 : √r ^ 2 = r := Real.sq_sqrt hr.le
  have hX : b ^ 2 / (2 * r ^ 2) = (k / √r) ^ 4 := by
    rw [div_pow, hk4, show √r ^ 4 = (√r ^ 2) ^ 2 by ring, hq2, div_div]
  have e1 := root (k / √r) (by positivity)
  have e2 : √((k / √r) ^ 4) = (k / √r) ^ 2 := by
    rw [show (k / √r) ^ 4 = ((k / √r) ^ 2) ^ 2 by ring, Real.sqrt_sq (by positivity)]
  simp only [Function.comp_apply]
  rw [hX, e1, e2]
  generalize Jm ((k / √r) ^ 4) = M
  generalize Jp ((k / √r) ^ 4) = P
  generalize √r = q at hq hq2 ⊢
  have t1 : k * ((M * (k / q) - d / G) / (k / q) ^ 2) = q * M - d / (k * G) * q ^ 2 := by
    field_simp
  have t2 : k * (P / (k / q)) = q * P := by field_simp
  linear_combination A * t1 + B * t2 - A * (d / (k * G)) * hq2 - hNa
```

## (f) Two inner waves make one

Show that for all real $x$ and $\delta$

$$\sin(\tfrac\pi8-\delta)\cos(x-\tfrac\pi4+\tfrac\pi8)+\sin(\tfrac\pi8+\delta)\cos(x-\tfrac\pi4-\tfrac\pi8)=\sin\tfrac\pi4\,\cos(x-\tfrac\pi4-\delta).$$

**Solution.** Put $y=x-\pi/4$, $s=\sin(\pi/8)$ and $c=\cos(\pi/8)$. The left side is

$$(s\cos\delta-c\sin\delta)(c\cos y-s\sin y)+(s\cos\delta+c\sin\delta)(c\cos y+s\sin y).$$

The mixed terms cancel, which leaves $2sc(\cos\delta\cos y+\sin\delta\sin y)=\sin(\pi/4)\cos(y-\delta)$. Lean makes the same substitution and expansion.

The two cosines on the left are the familiar large-$x$ forms of $J_{-1/4}$ and $J_{1/4}$, without their common factor $\sqrt{2/(\pi x)}$. Large $x$ means small $r$. Where the tail already holds at $r\ll b$, the wave is therefore nearly proportional to $r^{3/2}\cos(x-\pi/4-\delta)$. The constant $\delta$ carries the effect of the short-range potential on the scattering length.

```lean
/-- With phases measured from `x - π/4`, two cosine waves of phases `+π/8` and `-π/8`, superposed
with amplitudes `sin(π/8 - δ)` and `sin(π/8 + δ)`, form a single cosine wave of phase `-δ` and
amplitude `sin(π/4)`. -/
theorem inner_wave (x δ : ℝ) :
    sin (π / 8 - δ) * cos (x - π / 4 + π / 8) + sin (π / 8 + δ) * cos (x - π / 4 - π / 8) =
      sin (π / 4) * cos (x - π / 4 - δ) := by
  generalize x - π / 4 = y
  rw [show π / 4 = 2 * (π / 8) by ring, sin_two_mul, sin_sub, sin_add, cos_add, cos_sub, cos_sub]
  ring
```

## (g) The scattering length from the inner phase

Take the amplitudes of (f), $A=\sin(\pi/8-\delta)$ and $B=\sin(\pi/8+\delta)$, with $b>0$, $\sin(\delta-\pi/8)\neq0$ and $J_p$, $J_m$ as in (e). Show that

$$a=\bar a\left[1+\cot\!\left(\delta-\frac\pi8\right)\right],\qquad \bar a=\cos\frac\pi4\,\frac b2\,\frac{\Gamma(3/4)}{\Gamma(5/4)}.$$

**Solution.** Let $\theta=\delta-\pi/8$. Then $A=-\sin\theta$ and

$$B=\sin\left(\theta+\frac\pi4\right)=\cos\frac\pi4\,(\sin\theta+\cos\theta),$$

because $\sin(\pi/4)=\cos(\pi/4)$. Therefore $-B/A=\cos(\pi/4)(1+\cot\theta)$, and (e) gives the result.

The name "mean" fits because the cotangent averages to zero, as a principal value, over a uniformly distributed phase. At $\sin\theta=0$ the amplitude $A$ vanishes and the scattering length diverges.

In Lean, `hA` and `hB` are the two amplitudes in terms of $\theta$, `hratio` is their ratio, and `key` applies (e). The cotangent is written as cosine over sine. The phase enters the theorem only through $A$ and $B$; finding $\delta$ for a real pair of atoms, from the potential inside the tail, is the step that remains.

```lean
/-- Let `Jp` and `Jm` satisfy `LeadingBessel`, which also limits the remainder of `Jm`. For `b > 0`
and `sin(δ - π/8) ≠ 0`, the wave `√r (sin(π/8 - δ) Jm + sin(π/8 + δ) Jp)` at argument `b²/(2r²)` has
scattering length `meanScatteringLength b` times `1 + cot(δ - π/8)`. -/
theorem scatteringLength_of_phase {b δ : ℝ} (hb : 0 < b) (hδ : sin (δ - π / 8) ≠ 0)
    {Jp Jm : ℝ → ℝ} (hJ : LeadingBessel Jp Jm) :
    HasScatteringLength (fun r => √r * (sin (π / 8 - δ) * Jm (b ^ 2 / (2 * r ^ 2)) +
        sin (π / 8 + δ) * Jp (b ^ 2 / (2 * r ^ 2))))
      (meanScatteringLength b * (1 + cos (δ - π / 8) / sin (δ - π / 8))) := by
  have hA : sin (π / 8 - δ) = -sin (δ - π / 8) := by rw [← sin_neg]; congr 1; ring
  have hB : sin (π / 8 + δ) = cos (π / 4) * (sin (δ - π / 8) + cos (δ - π / 8)) := by
    rw [show π / 8 + δ = (δ - π / 8) + π / 4 by ring, sin_add, sin_pi_div_four, cos_pi_div_four]
    ring
  have hratio : -(sin (π / 8 + δ) / sin (π / 8 - δ)) =
      cos (π / 4) * (1 + cos (δ - π / 8) / sin (δ - π / 8)) := by
    rw [hA, hB]
    generalize cos (π / 4) = c
    generalize cos (δ - π / 8) = C
    generalize sin (δ - π / 8) = S at hδ ⊢
    field_simp
  have hA0 : sin (π / 8 - δ) ≠ 0 := by rw [hA]; exact neg_ne_zero.mpr hδ
  have key := scatteringLength_of_amplitudes (A := sin (π / 8 - δ)) (B := sin (π / 8 + δ))
    hb hA0 hJ
  rw [hratio] at key
  convert key using 1
  rw [meanScatteringLength]
  ring

end

end ZeroEnergyDispersion
```

```lean
#print axioms ZeroEnergyDispersion.zeroEnergy_of_bessel
-- 'ZeroEnergyDispersion.zeroEnergy_of_bessel' depends on axioms: [propext, Classical.choice, Quot.sound]
#print axioms ZeroEnergyDispersion.inner_wave
-- 'ZeroEnergyDispersion.inner_wave' depends on axioms: [propext, Classical.choice, Quot.sound]
#print axioms ZeroEnergyDispersion.scatteringLength_of_phase
-- 'ZeroEnergyDispersion.scatteringLength_of_phase' depends on axioms: [propext, Classical.choice, Quot.sound]
```
